# Sliding a cosine potential with p periods around a uniform N-site ring shifts det(x − H) equally at all x when p is coprime to N

## A sliding wave on a lattice

In a continuum without impurities, the energy of a charge-density wave does not depend on its position, so its phase is free. On a lattice the electron levels can depend on that phase. The model here represents the wave by a prescribed cosine potential on the sites, and leaves out the modulation of the hopping that a Peierls distortion can also produce. The question is how the levels depend on the position of the wave.

Take one electron on a ring of N sites, numbered j = 0, …, N − 1. The hopping is the same everywhere on the ring, and site j has energy

ε_j = V cos(2πpj/N + φ).

Here V is the strength of the potential, p the number of its periods around the ring, and φ its phase. Write H_φ for the Hamiltonian and x for the energy variable, often called E. The levels are the zeros of the secular determinant det(x − H_φ).

## One harmonic in the phase

For p coprime to N, and for every complex x,

det(x − H_φ) − det(x − H_0) = 2(−V/2)^N (−1)^(p(N−1)) (cos Nφ − 1).

Neither x nor the hopping appears on the right. The signs combine: if N is even then p is odd, and if N is odd then p(N−1) is even, so in both cases the right-hand side equals 2(V/2)^N (1 − cos Nφ).

For this non-interacting model with a prescribed potential, the characteristic polynomial at one phase therefore gives it at every other phase, which is a convenient check on a tight-binding program for small rings. On a long ring with a potential that is weak compared with the hopping, the shift is usually lost in rounding error.

## Derivation from a shift by one site

Let z = e^(iφ) and w = e^(2πip/N). Then

ε_j = (V/2)(z w^j + z⁻¹ w^(−j)).

Let T be the hopping matrix. Multiplying x − H_φ by z removes the inverse power:

z(x − H_φ) = z²A + zK + B,

A = diag(−(V/2) w^j), K = x − T, B = diag(−(V/2) w^(−j)).

Call the right-hand side M(z), now for any complex z, and let Q(z) = det M(z). This is a polynomial of degree at most 2N. Its coefficient at z^(2N) is det A and its constant term is det B. For z = e^(iφ), Q(z) = z^N det(x − H_φ).

Now replace z by wz. Since w²w^j = w·w^(j+1) and w^(−j) = w·w^(−(j+1)), and since K depends only on the difference of its indices,

M(wz)_(i,j) = w M(z)_(i+1,j+1), indices modulo N.

Relabelling rows and columns together leaves the determinant unchanged, and the factor w contributes w^N = 1. Hence Q(wz) = Q(z), so each coefficient q_k of Q obeys q_k(w^k − 1) = 0. Because p is coprime to N, w^k = 1 only when N divides k. Three terms remain:

Q(z) = det B + q_N z^N + det A · z^(2N).

The product of all w^j is w^(N(N−1)/2) = e^(iπp(N−1)) = (−1)^(p(N−1)), which is its own inverse. So

det A = det B = (−V/2)^N (−1)^(p(N−1)).

Dividing by z^N gives

det(x − H_φ) = q_N + 2(−V/2)^N (−1)^(p(N−1)) cos Nφ.

The coefficient q_N depends on x, V and the hopping, but not on φ. Subtracting the same equation at φ = 0 gives the result.

## Four sites and two periods

The following small case is computed here and has no theorem in the file. Let N = 4 and p = 2, with nearest-neighbour hopping t. The site energies alternate between V cos φ and −V cos φ, and

det(x − H_φ) = (x² − V² cos²φ)(x² − 4t² − V² cos²φ).

At φ = π/2 the difference from φ = 0 is V²(2x² − 4t² − V²), which depends on x when V ≠ 0, whereas the formula would give zero. Requiring only 0 < p < N in place of coprimality is therefore not enough. More generally, a wave with a period of L sites, repeated m times around the ring, has N = mL and p = m, so for m > 1 the formula does not cover the ring as a whole. Bloch's theorem splits such a ring into m blocks of L sites, each with one period and a translation-invariant complex hopping, and the formula applies to each block.

## The ring in Lean

Sites are elements of `ZMod N`, so indices wrap around, and `j.val` is the representative between 0 and N − 1. The condition `[NeZero N]` means N ≥ 1, and `p.Coprime N` is the coprimality condition.

In `hamiltonian`, `Matrix.circulant t` has entry `t (i - j)` in row i and column j. The letter `t` is thus a function giving one complex amplitude per displacement, of any range, and it enters with a plus sign where many textbooks write −t. Hermiticity is not required; the physical case has t(−d) equal to the complex conjugate of t(d).

`commensurability_pinning` states the formula for all such hoppings, real V and φ, and complex x. `pinning_nearestNeighbour` specialises it to a real number `t` between neighbours. For N ≥ 3 this is the usual ring; for N = 2 the two sites share a single bond of amplitude t, and for N = 1 the number t is just an on-site energy.

`same_secular_iff` says that for V ≠ 0 and p coprime to N two phases φ and ψ give equal determinants at a given x exactly when cos Nφ = cos Nψ. Agreement at one energy thus implies agreement at all.

The word "pinning" in the names refers to this phase dependence, not to an energy barrier. The step left to physics is from the determinant to the pinning energy of a real wave, where occupied levels are summed and the lattice distortion adjusts to them.

```lean
import Mathlib

open Polynomial
open scoped Real

namespace CommensurabilityPinning

noncomputable section

/-- Energy `V cos(2πpj/N + φ)` of site `j` on a ring of `N ≥ 1` sites. -/
def siteEnergy {N : ℕ} (p : ℕ) (V φ : ℝ) (j : ZMod N) : ℝ :=
  V * Real.cos (2 * π * p * j.val / N + φ)

/-- Ring Hamiltonian for `N ≥ 1`: translation-invariant hopping, with amplitude `t d` over the
displacement `d`, plus the cosine site energies. -/
def hamiltonian {N : ℕ} (p : ℕ) (t : ZMod N → ℂ) (V φ : ℝ) : Matrix (ZMod N) (ZMod N) ℂ :=
  Matrix.circulant t + Matrix.diagonal fun j => (siteEnergy p V φ j : ℂ)

/-- The secular determinant `det(x - H_φ)`. -/
def secular {N : ℕ} [NeZero N] (p : ℕ) (t : ZMod N → ℂ) (V φ : ℝ) (x : ℂ) : ℂ :=
  (x • (1 : Matrix (ZMod N) (ZMod N) ℂ) - hamiltonian p t V φ).det

/-- Uniform real hopping `t` between nearest neighbours of a ring of `N ≥ 2` sites; for `N = 1` it
is an on-site energy `t`. -/
def nearestNeighbour {N : ℕ} (t : ℝ) : ZMod N → ℂ :=
  fun d => if d = 1 ∨ d = -1 then (t : ℂ) else 0

/-- Phase factor `exp(2πip/N)` of the potential wave from one site to the next, `N ≥ 1`. -/
def waveFactor (N p : ℕ) : ℂ := Complex.exp (2 * π * Complex.I * (p / N))

/-- The site energy is the sum of two counter-rotating waves in the phase `φ`. -/
theorem siteEnergy_eq_waves {N : ℕ} (p : ℕ) (V φ : ℝ) (j : ZMod N) :
    (siteEnergy p V φ j : ℂ) = V / 2 * (Complex.exp (φ * Complex.I) * waveFactor N p ^ j.val
      + (Complex.exp (φ * Complex.I) * waveFactor N p ^ j.val)⁻¹) := by
  have h : Complex.exp (φ * Complex.I) * waveFactor N p ^ j.val
      = Complex.exp (((2 * π * p * j.val / N + φ : ℝ) : ℂ) * Complex.I) := by
    rw [waveFactor, ← Complex.exp_nat_mul, ← Complex.exp_add]
    congr 1
    push_cast
    ring
  rw [h, ← Complex.exp_neg, siteEnergy, Complex.ofReal_mul, Complex.ofReal_cos, Complex.cos,
    neg_mul]
  ring

/-- The phase factors of the potential wave multiply to `(-1)^(p(N-1))` around the ring. -/
theorem phase_product (N p : ℕ) [NeZero N] :
    ∏ j : ZMod N, waveFactor N p ^ j.val = (-1) ^ (p * (N - 1)) := by
  have hsum : ∑ j : ZMod N, j.val = ∑ k ∈ Finset.range N, k := by
    refine Finset.sum_nbij ZMod.val (fun j _ => Finset.mem_range.2 (ZMod.val_lt j))
      (fun a _ b _ h => ZMod.val_injective N h) (fun k hk => ?_) (fun _ _ => rfl)
    have hk' : k < N := by simpa using hk
    exact ⟨(k : ZMod N), by simp, by rw [ZMod.val_natCast, Nat.mod_eq_of_lt hk']⟩
  have h2 : ((∑ k ∈ Finset.range N, k : ℕ) : ℂ) * 2 = N * ((N - 1 : ℕ) : ℂ) := by
    simpa only [Nat.cast_mul, Nat.cast_ofNat] using
      congrArg (Nat.cast : ℕ → ℂ) (Finset.sum_range_id_mul_two N)
  have hN : (N : ℂ) * (N : ℂ)⁻¹ = 1 := mul_inv_cancel₀ (Nat.cast_ne_zero.2 (NeZero.ne N))
  rw [Finset.prod_pow_eq_pow_sum, hsum]
  generalize ∑ k ∈ Finset.range N, k = S at h2
  generalize N - 1 = M at h2
  rw [waveFactor, ← Complex.exp_nat_mul, ← Complex.exp_pi_mul_I, ← Complex.exp_nat_mul,
    Nat.cast_mul]
  congr 1
  linear_combination (π * Complex.I * p * (N : ℂ)⁻¹) * h2 + (π * Complex.I * p * M) * hN

/-- The determinant of `z²A + zK + B` is a polynomial in `z` of degree at most twice the
matrix size, with coefficient `det A` at that power and constant term `det B`. -/
theorem det_pencil {n : Type*} [Fintype n] [DecidableEq n] (A K B : Matrix n n ℂ) :
    ∃ Q : ℂ[X], Q.natDegree ≤ Fintype.card n * 2 ∧ Q.coeff (Fintype.card n * 2) = A.det ∧
      Q.coeff 0 = B.det ∧ ∀ z, Q.eval z = (z ^ 2 • A + z • K + B).det := by
  let P : Matrix n n ℂ[X] := Matrix.of fun i j => C (A i j) * X ^ 2 + C (K i j) * X + C (B i j)
  have hP : ∀ i j, (P i j).natDegree ≤ 2 := fun i j => natDegree_quadratic_le
  have hP2 : ∀ i j, (P i j).coeff 2 = A i j := fun i j => by simp [P]
  have heval : ∀ z, P.det.eval z = (z ^ 2 • A + z • K + B).det := fun z => by
    refine (RingHom.map_det (evalRingHom z) P).trans (congrArg Matrix.det ?_)
    ext i j
    simp [P]
    ring
  refine ⟨P.det, ?_, ?_, by rw [coeff_zero_eq_eval_zero, heval]; simp, heval⟩
  · rw [Matrix.det_apply]
    refine natDegree_sum_le_of_forall_le _ _ fun σ _ => ?_
    have h : (∏ i, P (σ i) i).natDegree ≤ Fintype.card n * 2 :=
      (natDegree_prod_le _ _).trans
        ((Finset.sum_le_card_nsmul _ _ 2 fun i _ => hP _ _).trans (by simp))
    rcases Int.units_eq_one_or (Equiv.Perm.sign σ) with hσ | hσ <;> simpa [hσ] using h
  · rw [Matrix.det_apply, Matrix.det_apply, Polynomial.finsetSum_coeff]
    refine Finset.sum_congr rfl fun σ _ => ?_
    have h : (∏ i, P (σ i) i).coeff (Fintype.card n * 2) = ∏ i, A (σ i) i := by
      rw [← Finset.card_univ, coeff_prod_of_natDegree_le _ _ 2 fun i _ => hP _ _]
      exact Finset.prod_congr rfl fun i _ => hP2 _ _
    rcases Int.units_eq_one_or (Equiv.Perm.sign σ) with hσ | hσ <;> simp [hσ, h]

/-- A polynomial of degree at most `2N` that is unchanged when its argument is rotated by a
primitive `N`-th root of unity contains only the powers `0`, `N` and `2N`. -/
theorem three_harmonics {N : ℕ} [NeZero N] {w : ℂ} (hw : IsPrimitiveRoot w N) {Q : ℂ[X]}
    (hdeg : Q.natDegree ≤ N * 2) (hQ : Q.comp (C w * X) = Q) (z : ℂ) :
    Q.eval z = Q.coeff 0 + Q.coeff N * z ^ N + Q.coeff (N * 2) * z ^ (N * 2) := by
  have hN : 0 < N := Nat.pos_of_ne_zero (NeZero.ne N)
  have hlt : Q.natDegree < N * 2 + 1 := by omega
  have hsub : ({0, N, N * 2} : Finset ℕ) ⊆ Finset.range (N * 2 + 1) := fun k hk => by
    simp only [Finset.mem_insert, Finset.mem_singleton] at hk
    rw [Finset.mem_range]
    omega
  have h0 : 0 ∉ ({N, N * 2} : Finset ℕ) := by
    simp only [Finset.mem_insert, Finset.mem_singleton]
    omega
  have h1 : N ∉ ({N * 2} : Finset ℕ) := by
    rw [Finset.mem_singleton]
    omega
  rw [eval_eq_sum_range' hlt, ← Finset.sum_subset hsub,
    Finset.sum_insert h0, Finset.sum_insert h1, Finset.sum_singleton, pow_zero, mul_one, add_assoc]
  intro k hk hk'
  have hk1 : w ^ k ≠ 1 := fun h => by
    obtain ⟨m, rfl⟩ := (hw.pow_eq_one_iff_dvd k).1 h
    have hk2 : N * m < N * 2 + 1 := Finset.mem_range.1 hk
    have hm : m ≤ 2 := Nat.le_of_mul_le_mul_left (by omega : N * m ≤ N * 2) hN
    have hm' : m = 0 ∨ m = 1 ∨ m = 2 := by omega
    rcases hm' with rfl | rfl | rfl <;> simp at hk'
  have hc : Q.coeff k * w ^ k = Q.coeff k := by rw [← comp_C_mul_X_coeff, hQ]
  have hc' : Q.coeff k * (w ^ k - 1) = 0 := by linear_combination hc
  rw [(mul_eq_zero.1 hc').resolve_right (sub_ne_zero.2 hk1), zero_mul]

/-- Commensurability pinning: for `p` coprime to `N` and any translation-invariant hopping, the
phase `φ` changes the secular determinant by an amount that is the same at every energy `x`. -/
theorem commensurability_pinning {N : ℕ} [NeZero N] {p : ℕ} (hp : p.Coprime N)
    (t : ZMod N → ℂ) (V φ : ℝ) (x : ℂ) :
    secular p t V φ x - secular p t V 0 x
      = 2 * (-(V / 2 : ℂ)) ^ N * (-1) ^ (p * (N - 1)) * ((Real.cos (N * φ) : ℂ) - 1) := by
  have hw : IsPrimitiveRoot (waveFactor N p) N :=
    Complex.isPrimitiveRoot_exp_of_coprime p N (NeZero.ne N) hp
  have hs := phase_product N p
  have hsi : ((-1 : ℂ) ^ (p * (N - 1)))⁻¹ = (-1) ^ (p * (N - 1)) := by
    rw [← inv_pow, inv_neg, inv_one]
  have hE := siteEnergy_eq_waves (N := N) p V
  generalize (-1 : ℂ) ^ (p * (N - 1)) = s at hs hsi ⊢
  generalize waveFactor N p = w at hw hs hE
  have hw0 : w ≠ 0 := hw.ne_zero (NeZero.ne N)
  have hsucc : ∀ j : ZMod N, w ^ (j + 1).val = w * w ^ j.val := fun j => by
    rw [ZMod.val_add, ZMod.val_one_eq_one_mod, Nat.add_mod_mod,
      ← pow_eq_pow_mod _ hw.pow_eq_one, pow_succ, mul_comm]
  let A : Matrix (ZMod N) (ZMod N) ℂ := Matrix.diagonal fun j => -(V / 2 : ℂ) * w ^ j.val
  let B : Matrix (ZMod N) (ZMod N) ℂ := Matrix.diagonal fun j => -(V / 2 : ℂ) * (w ^ j.val)⁻¹
  let K : Matrix (ZMod N) (ZMod N) ℂ :=
    x • (1 : Matrix (ZMod N) (ZMod N) ℂ) - Matrix.circulant t
  have hA : A.det = (-(V / 2 : ℂ)) ^ N * s := by
    simp only [A, Matrix.det_diagonal, Finset.prod_mul_distrib, Finset.prod_const,
      Finset.card_univ, ZMod.card, hs]
  have hB : B.det = (-(V / 2 : ℂ)) ^ N * s := by
    simp only [B, Matrix.det_diagonal, Finset.prod_mul_distrib, Finset.prod_const,
      Finset.card_univ, ZMod.card, Finset.prod_inv_distrib, hs, hsi]
  obtain ⟨Q, hdeg, htop, hbot, heval⟩ := det_pencil A K B
  rw [ZMod.card] at hdeg htop
  -- moving the ring by one site rotates `z` by `w`
  have hQ : Q.comp (C w * X) = Q := Polynomial.funext fun z => by
    have h : (w * z) ^ 2 • A + (w * z) • K + B = w • ((z ^ 2 • A + z • K + B).submatrix
        (Equiv.addRight (1 : ZMod N)) (Equiv.addRight (1 : ZMod N))) := by
      ext i j
      rcases eq_or_ne i j with rfl | hij
      · simp only [A, B, K, Matrix.add_apply, Matrix.smul_apply, Matrix.sub_apply,
          Matrix.submatrix_apply, Matrix.diagonal_apply_eq, Matrix.one_apply_eq,
          Matrix.circulant_apply, Equiv.coe_addRight, sub_self, smul_eq_mul, hsucc, mul_inv]
        linear_combination (V / 2 * (w ^ i.val)⁻¹) * mul_inv_cancel₀ hw0
      · have hij' : i + 1 ≠ j + 1 := fun h => hij (add_right_cancel h)
        simp only [A, B, K, Matrix.add_apply, Matrix.smul_apply, Matrix.sub_apply,
          Matrix.submatrix_apply, Matrix.diagonal_apply_ne _ hij, Matrix.diagonal_apply_ne _ hij',
          Matrix.one_apply_ne hij, Matrix.one_apply_ne hij', Matrix.circulant_apply,
          Equiv.coe_addRight, add_sub_add_right_eq_sub, smul_eq_mul]
        ring
    rw [eval_comp, eval_mul, eval_C, eval_X, heval, heval, h, Matrix.det_smul,
      Matrix.det_submatrix_equiv_self, ZMod.card, hw.pow_eq_one, one_mul]
  -- hence a single harmonic in the phase
  have key : ∀ θ : ℝ, secular p t V θ x
      = Q.coeff N + 2 * (-(V / 2 : ℂ)) ^ N * s * (Real.cos (N * θ) : ℂ) := fun θ => by
    have hEθ := hE θ
    have hcos : 2 * (Real.cos (N * θ) : ℂ)
        = Complex.exp (θ * Complex.I) ^ N + (Complex.exp (θ * Complex.I) ^ N)⁻¹ := by
      rw [← Complex.exp_nat_mul, ← Complex.exp_neg, Complex.ofReal_cos, Complex.cos,
        Complex.ofReal_mul, Complex.ofReal_natCast, neg_mul, mul_assoc]
      ring
    have hz : Complex.exp (θ * Complex.I) ≠ 0 := Complex.exp_ne_zero _
    generalize Complex.exp (θ * Complex.I) = z at hEθ hcos hz
    have hM : z ^ 2 • A + z • K + B
        = z • (x • (1 : Matrix (ZMod N) (ZMod N) ℂ) - hamiltonian p t V θ) := by
      ext i j
      rcases eq_or_ne i j with rfl | hij
      · simp only [A, B, K, hamiltonian, Matrix.add_apply, Matrix.smul_apply, Matrix.sub_apply,
          Matrix.diagonal_apply_eq, Matrix.one_apply_eq, smul_eq_mul, hEθ, mul_inv]
        linear_combination (V / 2 * (w ^ i.val)⁻¹) * mul_inv_cancel₀ hz
      · simp only [A, B, K, hamiltonian, Matrix.add_apply, Matrix.smul_apply, Matrix.sub_apply,
          Matrix.diagonal_apply_ne _ hij, Matrix.one_apply_ne hij, smul_eq_mul]
        ring
    have h := three_harmonics hw hdeg hQ z
    rw [heval, hM, Matrix.det_smul, ZMod.card, hbot, htop, hA, hB, pow_mul] at h
    have hzN : z ^ N ≠ 0 := pow_ne_zero N hz
    apply mul_left_cancel₀ hzN
    rw [secular]
    generalize z ^ N = y at h hcos hzN ⊢
    generalize (-(V / 2 : ℂ)) ^ N = a at h ⊢
    linear_combination h - a * s * y * hcos - a * s * mul_inv_cancel₀ hzN
  rw [key, key, mul_zero, Real.cos_zero, Complex.ofReal_one]
  ring

/-- The pinning relation for uniform real nearest-neighbour hopping and `p` coprime to `N`. -/
theorem pinning_nearestNeighbour {N : ℕ} [NeZero N] {p : ℕ} (hp : p.Coprime N)
    (t V φ : ℝ) (x : ℂ) :
    secular (N := N) p (nearestNeighbour t) V φ x - secular (N := N) p (nearestNeighbour t) V 0 x
      = 2 * (-(V / 2 : ℂ)) ^ N * (-1) ^ (p * (N - 1)) * ((Real.cos (N * φ) : ℂ) - 1) :=
  commensurability_pinning hp _ V φ x

/-- For `V ≠ 0` and `p` coprime to `N`, two phases give the same secular determinant at a
given energy exactly when `cos Nφ = cos Nψ`. -/
theorem same_secular_iff {N : ℕ} [NeZero N] {p : ℕ} (hp : p.Coprime N)
    (t : ZMod N → ℂ) {V : ℝ} (hV : V ≠ 0) (φ ψ : ℝ) (x : ℂ) :
    secular p t V φ x = secular p t V ψ x ↔ Real.cos (N * φ) = Real.cos (N * ψ) := by
  have h1 := commensurability_pinning hp t V φ x
  have h2 := commensurability_pinning hp t V ψ x
  have hk : 2 * (-(V / 2 : ℂ)) ^ N * (-1) ^ (p * (N - 1)) ≠ 0 :=
    mul_ne_zero (mul_ne_zero two_ne_zero (pow_ne_zero _ (neg_ne_zero.2
      (div_ne_zero (Complex.ofReal_ne_zero.2 hV) two_ne_zero))))
      (pow_ne_zero _ (neg_ne_zero.2 one_ne_zero))
  generalize 2 * (-(V / 2 : ℂ)) ^ N * (-1) ^ (p * (N - 1)) = k at h1 h2 hk
  constructor
  · intro h
    apply Complex.ofReal_injective
    apply mul_left_cancel₀ hk
    linear_combination h - h1 + h2
  · intro h
    rw [h] at h1
    linear_combination h1 - h2

end

end CommensurabilityPinning
```

```lean
#print axioms CommensurabilityPinning.det_pencil
#print axioms CommensurabilityPinning.pinning_nearestNeighbour
#print axioms CommensurabilityPinning.same_secular_iff
```

```
'CommensurabilityPinning.det_pencil' depends on axioms: [propext, Classical.choice, Quot.sound]
'CommensurabilityPinning.pinning_nearestNeighbour' depends on axioms: [propext, Classical.choice, Quot.sound]
'CommensurabilityPinning.same_secular_iff' depends on axioms: [propext, Classical.choice, Quot.sound]
```

## From the shift to the Lean proof

`siteEnergy_eq_waves` splits the cosine into its two exponentials. `phase_product` evaluates the product of the w^j by summing the exponents 0 to N − 1.

`det_pencil` supplies the facts about Q. It builds a matrix with polynomial entries and expands its determinant over permutations: each product has N factors of degree at most 2, which bounds the degree and identifies the top coefficient. Setting z = 0 gives the constant term.

`three_harmonics` is the selection of powers. It compares coefficients in Q(wz) = Q(z) and uses primitivity of w to eliminate every k other than 0, N and 2N.

The main theorem joins these. The step `hQ` proves the shift identity entry by entry, treating diagonal and off-diagonal entries separately; `Polynomial.funext` then turns equality of values at all complex z into equality of polynomials. The step `key` sets z = e^(iθ) for an arbitrary phase θ, cancels z^N and obtains the single cosine. Using `key` at φ and at 0 and subtracting finishes the proof.

For `same_secular_iff`, the formula is applied to both phases. The prefactor is nonzero because V ≠ 0, so it can be cancelled.
